# An energy gap and the derivatives of the Hamiltonian bound the Berry curvature of a non-degenerate level in a finite-dimensional system

Let F be a complex inner product space with a finite orthonormal basis u_m, and let E_m be real energies. The level of interest is called o. The inner product ⟨x, y⟩ is linear in its second argument, as in Dirac notation. V and W are the derivatives of the Hamiltonian H with respect to two parameters, taken at one point of parameter space, and the u_m are the eigenvectors of H at that point, with energies E_m.

```lean
import Mathlib

open Finset

namespace BerryCurvatureGapBound

noncomputable section

variable {ι F : Type*} [Fintype ι] [DecidableEq ι]
  [NormedAddCommGroup F] [InnerProductSpace ℂ F]
```

The type `ι` labels the levels, and `F` is the state space.

```lean
/-- The Berry curvature of level `o` as a sum over all other states, for the
perturbations `V` and `W` that belong to two parameters of the Hamiltonian. -/
def berryCurvature (u : OrthonormalBasis ι ℂ F) (E : ι → ℝ) (o : ι)
    (V W : F →ₗ[ℂ] F) : ℝ :=
  2 * (∑ m ∈ univ.erase o, inner ℂ (u o) (V (u m)) * inner ℂ (u m) (W (u o)) /
    ((E o - E m : ℝ) : ℂ) ^ 2).im
```

This defines the curvature of level o as

Ω = 2 Im Σ_{m ≠ o} ⟨u_o, V u_m⟩⟨u_m, W u_o⟩ / (E_o − E_m)².

The set `univ.erase o` contains all labels except o. The opposite overall sign is also in use for the Berry curvature; a bound on |Ω| is the same for both. H does not appear here, only the basis and the energies.

```lean
/-- The vector `V ψ - ⟨V⟩ ψ`, the deviation of `V` from its mean in the state `ψ`. -/
def deviation (V : F →ₗ[ℂ] F) (ψ : F) : F := V ψ - inner ℂ ψ (V ψ) • ψ
```

The deviation is d_V = Vψ − ⟨V⟩ψ, with ⟨V⟩ = ⟨ψ, Vψ⟩. For Hermitian V and normalised ψ, its norm is the quantum uncertainty of V.

## From uncertainties to the gap bound

```lean
/-- In a normalised state the squared norm of the deviation is `‖V ψ‖² - |⟨V⟩|²`. -/
theorem norm_deviation_sq (V : F →ₗ[ℂ] F) {ψ : F} (hψ : ‖ψ‖ = 1) :
    ‖deviation V ψ‖ ^ 2 = ‖V ψ‖ ^ 2 - ‖inner ℂ ψ (V ψ)‖ ^ 2 := by
  have h0 : inner ℂ ψ (deviation V ψ) = 0 := by
    simp [deviation, inner_self_eq_norm_sq_to_K, hψ]
  have h1 : inner ℂ (deviation V ψ) ψ = 0 := inner_eq_zero_symm.mp h0
  -- Pythagoras for the splitting of `V ψ` along and across `ψ`
  have h := norm_add_sq (𝕜 := ℂ) (deviation V ψ) (inner ℂ ψ (V ψ) • ψ)
  have hs : deviation V ψ + inner ℂ ψ (V ψ) • ψ = V ψ := by simp [deviation]
  rw [hs, inner_smul_right, h1, norm_smul, hψ] at h
  simp only [mul_zero, map_zero, add_zero, mul_one] at h
  linarith
```

For ‖ψ‖ = 1 the theorem says

‖d_V‖² = ‖Vψ‖² − |⟨V⟩|².

By hand, ⟨ψ, d_V⟩ = ⟨V⟩ − ⟨V⟩‖ψ‖² = 0, so Vψ = d_V + ⟨V⟩ψ is an orthogonal splitting and Pythagoras gives the formula. In the proof, `h0` and `h1` are the orthogonality, and `norm_add_sq` expands the squared norm of the sum.

```lean
omit [DecidableEq ι] in
/-- The moduli of the overlaps of two vectors with an orthonormal basis obey
the Cauchy-Schwarz inequality. -/
theorem sum_overlap_le (u : OrthonormalBasis ι ℂ F) (x y : F) :
    ∑ m, ‖inner ℂ x (u m)‖ * ‖inner ℂ (u m) y‖ ≤ ‖x‖ * ‖y‖ := by
  have h := Finset.sum_mul_sq_le_sq_mul_sq univ
    (fun m => ‖inner ℂ x (u m)‖) (fun m => ‖inner ℂ (u m) y‖)
  have hx : ∑ m, ‖inner ℂ x (u m)‖ ^ 2 = ‖x‖ ^ 2 := u.sum_sq_norm_inner_left x
  have hy : ∑ m, ‖inner ℂ (u m) y‖ ^ 2 = ‖y‖ ^ 2 := u.sum_sq_norm_inner_right y
  rw [hx, hy, ← mul_pow] at h
  exact le_trans (le_abs_self _) (abs_le_of_sq_le_sq h (by positivity))
```

For any vectors x and y,

Σ_m |⟨x, u_m⟩| |⟨u_m, y⟩| ≤ ‖x‖ ‖y‖.

The Cauchy-Schwarz inequality for real sums bounds the square of the left side by Σ_m |⟨x, u_m⟩|² · Σ_m |⟨u_m, y⟩|². Parseval's identity, in `hx` and `hy`, turns this into ‖x‖²‖y‖². The last line takes the square root.

```lean
/-- For Hermitian `V`, if all other levels are at least `Δ > 0` away, the modulus of the Berry
curvature is at most twice the product of the norms of the deviations of `V` and `W` in the state `u
o`, divided by `Δ²`. -/
theorem curvature_le_uncertainty (u : OrthonormalBasis ι ℂ F) (E : ι → ℝ) (o : ι)
    {V : F →ₗ[ℂ] F} (W : F →ₗ[ℂ] F) (hV : V.IsSymmetric) {Δ : ℝ} (hΔ : 0 < Δ)
    (gap : ∀ m, m ≠ o → Δ ≤ |E o - E m|) :
    |berryCurvature u E o V W| ≤
      2 * (‖deviation V (u o)‖ * ‖deviation W (u o)‖ / Δ ^ 2) := by
  -- matrix elements to other states do not see the mean value
  have hoff : ∀ (A : F →ₗ[ℂ] F) (m : ι), m ≠ o →
      inner ℂ (u m) (deviation A (u o)) = inner ℂ (u m) (A (u o)) := by
    intro A m hm
    have h0 : inner ℂ (u m) (u o) = 0 := u.orthonormal.2 hm
    rw [deviation, inner_sub_right, inner_smul_right, h0, mul_zero, sub_zero]
  have hterm : ∀ m ∈ univ.erase o,
      ‖inner ℂ (u o) (V (u m)) * inner ℂ (u m) (W (u o)) / ((E o - E m : ℝ) : ℂ) ^ 2‖ ≤
      ‖inner ℂ (deviation V (u o)) (u m)‖ * ‖inner ℂ (u m) (deviation W (u o))‖ / Δ ^ 2 := by
    intro m hm
    have hm' := Finset.ne_of_mem_erase hm
    have hg := gap m hm'
    rw [← hV (u o) (u m), norm_div, norm_mul, hoff W m hm',
      norm_inner_symm (deviation V (u o)) (u m), hoff V m hm',
      norm_inner_symm (u m) (V (u o)), norm_pow, Complex.norm_real, Real.norm_eq_abs]
    gcongr
  unfold berryCurvature
  rw [abs_mul, abs_two]
  refine mul_le_mul_of_nonneg_left ?_ (by norm_num)
  refine (Complex.abs_im_le_norm _).trans ((norm_sum_le_of_le _ hterm).trans ?_)
  refine (Finset.sum_le_sum_of_subset_of_nonneg (Finset.erase_subset _ _)
    (fun _ _ _ => by positivity)).trans ?_
  rw [← Finset.sum_div]
  exact div_le_div_of_nonneg_right (sum_overlap_le u _ _) (by positivity)
```

The hypothesis `gap` says that |E_o − E_m| ≥ Δ for every m ≠ o, with Δ > 0. Physically, level o is non-degenerate and isolated by at least Δ, while the other levels may be degenerate among themselves. `V.IsSymmetric` says that V is Hermitian; W may be any linear map. The conclusion is

|Ω| ≤ 2 ‖d_V‖ ‖d_W‖ / Δ², with both deviations taken in u_o.

The derivation has three steps.

1. For m ≠ o, orthogonality removes the mean value: ⟨u_m, W u_o⟩ = ⟨u_m, d_W⟩. Since V is Hermitian, ⟨u_o, V u_m⟩ = ⟨V u_o, u_m⟩, whose modulus is |⟨d_V, u_m⟩|. This uses `hoff`.
2. Each denominator is at least Δ², so each term has modulus at most |⟨d_V, u_m⟩| |⟨u_m, d_W⟩| / Δ². This is `hterm`, where `gcongr` compares the two fractions.
3. Use |Im z| ≤ |z| and the triangle inequality, add the non-negative term m = o to complete the sum, and apply `sum_overlap_le`.

```lean
/-- Gap bound: for Hermitian `V`, if all other levels are at least `Δ > 0` away, the modulus of the
Berry curvature is at most `2 ‖V u_o‖ ‖W u_o‖ / Δ²`. -/
theorem curvature_gap_bound (u : OrthonormalBasis ι ℂ F) (E : ι → ℝ) (o : ι)
    {V : F →ₗ[ℂ] F} (W : F →ₗ[ℂ] F) (hV : V.IsSymmetric) {Δ : ℝ} (hΔ : 0 < Δ)
    (gap : ∀ m, m ≠ o → Δ ≤ |E o - E m|) :
    |berryCurvature u E o V W| ≤ 2 * (‖V (u o)‖ * ‖W (u o)‖ / Δ ^ 2) := by
  have hdev : ∀ A : F →ₗ[ℂ] F, ‖deviation A (u o)‖ ≤ ‖A (u o)‖ := by
    intro A
    have h := norm_deviation_sq A (u.orthonormal.1 o)
    have h2 : ‖deviation A (u o)‖ ^ 2 ≤ ‖A (u o)‖ ^ 2 := by
      rw [h]
      exact sub_le_self _ (by positivity)
    exact le_trans (le_abs_self _) (abs_le_of_sq_le_sq h2 (norm_nonneg _))
  refine (curvature_le_uncertainty u E o W hV hΔ gap).trans ?_
  have h1 := hdev V
  have h2 := hdev W
  gcongr
```

This is the gap bound:

|Ω| ≤ 2 ‖V u_o‖ ‖W u_o‖ / Δ².

The variance formula gives ‖d_A‖² ≤ ‖A u_o‖² for every operator A, hence ‖d_A‖ ≤ ‖A u_o‖. That is `hdev`; inserting it for V and W in the previous bound finishes the proof.

For a tight-binding crystal of non-interacting electrons with finitely many orthonormal orbitals per unit cell, let V and W be the derivatives of the Bloch matrix H(q) with respect to two components of the wave vector q. For a band that is isolated at a given q, the bound then limits the curvature computed from the eigenvectors of H(q).

## The sum over states and the derivatives of the state

```lean
omit [DecidableEq ι] in
/-- If `φ` solves the differentiated Schrödinger equation, its component along another eigenstate `u
m`, times `E o - E m`, equals the matrix element `⟨u m, V (u o)⟩`. -/
theorem first_order_coefficient (u : OrthonormalBasis ι ℂ F) (E : ι → ℝ) {o m : ι}
    {H V : F →ₗ[ℂ] F} (hH : H.IsSymmetric) (hu : ∀ j, H (u j) = (E j : ℂ) • u j)
    {φ : F} {ε : ℂ} (hφ : H φ + V (u o) = (E o : ℂ) • φ + ε • u o) (hm : m ≠ o) :
    ((E o - E m : ℝ) : ℂ) * inner ℂ (u m) φ = inner ℂ (u m) (V (u o)) := by
  have h0 : inner ℂ (u m) (u o) = 0 := u.orthonormal.2 hm
  have h := congrArg (fun x => inner ℂ (u m) x) hφ
  simp only [inner_add_right, inner_smul_right] at h
  rw [← hH (u m) φ, hu, inner_smul_left, h0, Complex.conj_ofReal] at h
  push_cast
  linear_combination -h
```

Differentiating H u_o = E_o u_o with respect to a parameter gives

Hφ + V u_o = E_o φ + ε u_o,

where φ is the derivative of the state and ε that of the energy. Lean takes this equation as the hypothesis `hφ` on a vector φ; no differentiable family of Hamiltonians is constructed. Here H is Hermitian and the u_j are its eigenvectors, by `hH` and `hu`.

Projecting on u_m with m ≠ o removes the ε term:

E_m⟨u_m, φ⟩ + ⟨u_m, V u_o⟩ = E_o⟨u_m, φ⟩.

Rearranged, this is (E_o − E_m)⟨u_m, φ⟩ = ⟨u_m, V u_o⟩. When E_m ≠ E_o, division by E_o − E_m gives the first-order coefficient of perturbation theory. The tactic `linear_combination` does the rearrangement.

```lean
/-- For Hermitian `V`, a non-degenerate level `o` and two norm-preserving solutions `φ` and `χ` of
the differentiated Schrödinger equations for `V` and `W`, `2 Im ⟨φ, χ⟩` equals the sum over states.
-/
theorem curvature_eq_state_derivatives (u : OrthonormalBasis ι ℂ F) (E : ι → ℝ) (o : ι)
    {H V W : F →ₗ[ℂ] F} (hH : H.IsSymmetric) (hu : ∀ j, H (u j) = (E j : ℂ) • u j)
    (hV : V.IsSymmetric) (hE : ∀ m, m ≠ o → E m ≠ E o) {φ χ : F} {ε η : ℂ}
    (hφ : H φ + V (u o) = (E o : ℂ) • φ + ε • u o)
    (hχ : H χ + W (u o) = (E o : ℂ) • χ + η • u o)
    (nφ : (inner ℂ (u o) φ).re = 0) (nχ : (inner ℂ (u o) χ).re = 0) :
    2 * (inner ℂ φ χ).im = berryCurvature u E o V W := by
  have hs : inner ℂ φ χ = inner ℂ φ (u o) * inner ℂ (u o) χ +
      ∑ m ∈ univ.erase o, inner ℂ φ (u m) * inner ℂ (u m) χ := by
    rw [← u.sum_inner_mul_inner φ χ]
    exact (Finset.add_sum_erase univ
      (fun m => inner ℂ φ (u m) * inner ℂ (u m) χ) (Finset.mem_univ o)).symm
  -- the phase-dependent part is a product of two imaginary numbers
  have h0 : (inner ℂ φ (u o) * inner ℂ (u o) χ).im = 0 := by
    rw [← inner_conj_symm φ (u o)]
    rw [Complex.mul_im, Complex.conj_re, nφ, nχ, zero_mul, mul_zero, add_zero]
  unfold berryCurvature
  rw [hs, Complex.add_im, h0, zero_add]
  congr 2
  refine Finset.sum_congr rfl fun m hm => ?_
  have hm' := Finset.ne_of_mem_erase hm
  have hd : ((E o - E m : ℝ) : ℂ) ≠ 0 :=
    Complex.ofReal_ne_zero.mpr (sub_ne_zero.mpr (hE m hm').symm)
  have h1 := first_order_coefficient u E hH hu hφ hm'
  have h2 := first_order_coefficient u E hH hu hχ hm'
  have h3 : ((E o - E m : ℝ) : ℂ) * inner ℂ φ (u m) = inner ℂ (u o) (V (u m)) := by
    rw [← hV (u o) (u m), ← inner_conj_symm (V (u o)) (u m), ← h1, map_mul,
      Complex.conj_ofReal, inner_conj_symm]
  rw [← h3, ← h2, eq_div_iff (pow_ne_zero 2 hd)]
  ring
```

Let χ solve the corresponding equation for W. Constant norm of the state requires Re⟨u_o, φ⟩ = Re⟨u_o, χ⟩ = 0, which are `nφ` and `nχ`. If E_m ≠ E_o for all m ≠ o, then

2 Im⟨φ, χ⟩ = Ω.

To see this, insert the complete basis:

⟨φ, χ⟩ = ⟨φ, u_o⟩⟨u_o, χ⟩ + Σ_{m ≠ o} ⟨φ, u_m⟩⟨u_m, χ⟩.

The first term is a product of two imaginary numbers, so it is real and drops out (`h0`). With the vector u_o at the given point kept fixed, it holds all the dependence on the phase choice, because a change of phase along the parameters then adds imaginary multiples of u_o to φ and χ. In the remaining terms, the previous theorem gives

⟨φ, u_m⟩ = ⟨u_o, V u_m⟩/(E_o − E_m), ⟨u_m, χ⟩ = ⟨u_m, W u_o⟩/(E_o − E_m).

Their product is the summand of Ω. If all other levels are at least Δ > 0 away, the gap bound therefore also gives |2 Im⟨φ, χ⟩| ≤ 2 ‖V u_o‖ ‖W u_o‖ / Δ².

## Two coupled levels attain the bound

```lean
/-- The operator `|a⟩⟨b|`. -/
def ketBra (a b : F) : F →ₗ[ℂ] F where
  toFun x := inner ℂ b x • a
  map_add' x y := by rw [inner_add_right, add_smul]
  map_smul' c x := by rw [inner_smul_right, mul_smul, RingHom.id_apply]
```

This is the operator |a⟩⟨b|, which sends x to ⟨b, x⟩a. The two further fields prove linearity.

```lean
/-- The operator `|a⟩⟨b| + |b⟩⟨a|`. -/
def pauliX (a b : F) : F →ₗ[ℂ] F := ketBra a b + ketBra b a
```

For orthonormal a and b this operator is σ_x on their span, and it sends every vector orthogonal to both to zero.

```lean
/-- The operator `i|b⟩⟨a| - i|a⟩⟨b|`. -/
def pauliY (a b : F) : F →ₗ[ℂ] F := Complex.I • ketBra b a - Complex.I • ketBra a b
```

For orthonormal a and b this operator is σ_y on their span, with a as the first basis state.

```lean
/-- For two levels `o` and `k` of different energy, the operators `σ_x` and `σ_y` on `u_o` and `u_k`
are Hermitian and map `u_o` to unit vectors, and the Berry curvature of `o` times the squared level
distance is exactly 2. -/
theorem gap_bound_sharp (u : OrthonormalBasis ι ℂ F) (E : ι → ℝ) {o k : ι}
    (hk : k ≠ o) (hE : E k ≠ E o) :
    (pauliX (u o) (u k)).IsSymmetric ∧ (pauliY (u o) (u k)).IsSymmetric ∧
    ‖pauliX (u o) (u k) (u o)‖ = 1 ∧ ‖pauliY (u o) (u k) (u o)‖ = 1 ∧
    berryCurvature u E o (pauliX (u o) (u k)) (pauliY (u o) (u k)) * (E o - E k) ^ 2 = 2 := by
  have hX : ∀ x, pauliX (u o) (u k) x = inner ℂ (u k) x • u o + inner ℂ (u o) x • u k :=
    fun _ => rfl
  have hY : ∀ x, pauliY (u o) (u k) x =
      Complex.I • (inner ℂ (u o) x • u k) - Complex.I • (inner ℂ (u k) x • u o) :=
    fun _ => rfl
  have one : ∀ j, inner ℂ (u j) (u j) = (1 : ℂ) := fun j => by
    rw [inner_self_eq_norm_sq_to_K, u.orthonormal.1 j]; simp
  have orth : ∀ i j, i ≠ j → inner ℂ (u i) (u j) = (0 : ℂ) := fun i j h => u.orthonormal.2 h
  have hXo : pauliX (u o) (u k) (u o) = u k := by
    rw [hX, orth k o hk, one, zero_smul, one_smul, zero_add]
  have hYo : pauliY (u o) (u k) (u o) = Complex.I • u k := by
    rw [hY, orth k o hk, one, zero_smul, one_smul, smul_zero, sub_zero]
  refine ⟨?_, ?_, ?_, ?_, ?_⟩
  · intro x y
    rw [hX, hX]
    simp only [inner_add_left, inner_add_right, inner_smul_left, inner_smul_right,
      inner_conj_symm]
    ring
  · intro x y
    rw [hY, hY]
    simp only [inner_sub_left, inner_sub_right, inner_smul_left, inner_smul_right,
      inner_conj_symm, Complex.conj_I]
    ring
  · rw [hXo, u.orthonormal.1 k]
  · rw [hYo, norm_smul, Complex.norm_I, u.orthonormal.1 k, one_mul]
  · have hd : E o - E k ≠ 0 := sub_ne_zero.mpr hE.symm
    have hXk : pauliX (u o) (u k) (u k) = u o := by
      rw [hX, orth o k hk.symm, one, zero_smul, one_smul, add_zero]
    unfold berryCurvature
    -- only the level `k` is coupled to `o`
    rw [Finset.sum_eq_single k]
    · have hS : (1 : ℂ) * (Complex.I * 1) / ((E o - E k : ℝ) : ℂ) ^ 2 =
          ((1 / (E o - E k) ^ 2 : ℝ) : ℂ) * Complex.I := by
        push_cast
        ring
      rw [hXk, hYo, inner_smul_right, one, one, hS, Complex.im_ofReal_mul, Complex.I_im]
      field_simp
    · intro m hm hmk
      have hm' := Finset.ne_of_mem_erase hm
      rw [hX, orth k m hmk.symm, orth o m hm'.symm]
      simp
    · intro h
      exact absurd (Finset.mem_erase.mpr ⟨hk, Finset.mem_univ k⟩) h

end

end BerryCurvatureGapBound
```

Take V = σ_x and W = σ_y on u_o and u_k, with k ≠ o and E_k ≠ E_o. The theorem states that both are Hermitian, that ‖V u_o‖ = ‖W u_o‖ = 1, and that

Ω (E_o − E_k)² = 2.

By hand, V u_o = u_k, W u_o = i u_k and V u_k = u_o. Only m = k contributes, so

Ω = 2 Im[1 · i/(E_o − E_k)²] = 2/(E_o − E_k)².

The proof isolates this term with `Finset.sum_eq_single`. When k is a level nearest to o, one may take Δ = |E_o − E_k|, and the gap bound becomes an equality. The factor 2 is therefore the best possible.

```lean
#print axioms BerryCurvatureGapBound.curvature_gap_bound
-- 'BerryCurvatureGapBound.curvature_gap_bound' depends on axioms: [propext, Classical.choice, Quot.sound]
#print axioms BerryCurvatureGapBound.curvature_eq_state_derivatives
-- 'BerryCurvatureGapBound.curvature_eq_state_derivatives' depends on axioms: [propext, Classical.choice, Quot.sound]
#print axioms BerryCurvatureGapBound.gap_bound_sharp
-- 'BerryCurvatureGapBound.gap_bound_sharp' depends on axioms: [propext, Classical.choice, Quot.sound]
```
